# For positive Hessian eigenvalues, the RFO secular equation has a nonpositive solution towards which two iteration steps contract all nonpositive numbers

In rational function optimisation (RFO), with finitely many Hessian eigenvalues hᵢ and real gradient components gᵢ, the secular equation is t = F(t), where F(t) = ∑ gᵢ² / (t − hᵢ). The theorem `exists_solution` assumes that every hᵢ is positive and states that this equation has a solution t ≤ 0. It also states that there is a factor r, with 0 ≤ r < 1, such that |F(F(s)) − t| ≤ r|s − t| for every s ≤ 0. The proof finds t by applying the intermediate value theorem to t − F(t) between F(0) and 0, which needs continuity on that interval. It then takes a positive lower bound m on the eigenvalues and gets the contraction from `two_step_contraction`, with r = −t/(m − t).

This version doesn't compile in Lean 4 with Mathlib:

```lean
import Mathlib

open Filter Topology

namespace ExistsSolution

noncomputable section

variable {n : Type*} [Fintype n] {h g : n → ℝ}

/-- The RFO secular map `t ↦ ∑ gᵢ² / (t - hᵢ)`, for Hessian eigenvalues `hᵢ` and gradient components
`gᵢ`; the formula has its ordinary meaning for `t` different from every `hᵢ`. -/
def secular (h g : n → ℝ) (t : ℝ) : ℝ := ∑ i, g i ^ 2 / (t - h i)

/-- The secant sum `∑ gᵢ² / ((s - hᵢ)(t - hᵢ))`, for `s` and `t` different from every `hᵢ`. -/
def secant (h g : n → ℝ) (s t : ℝ) : ℝ := ∑ i, g i ^ 2 / ((s - h i) * (t - h i))

/-- For positive Hessian eigenvalues the secular map sends nonpositive numbers to nonpositive
numbers. -/
theorem secular_nonpos (hh : ∀ i, 0 < h i) {t : ℝ} (ht : t ≤ 0) : secular h g t ≤ 0 :=
  Finset.sum_nonpos fun i _ =>
    div_nonpos_of_nonneg_of_nonpos (sq_nonneg _) (by linarith [hh i])

/-- For positive Hessian eigenvalues and nonpositive `s`, `t`, the difference of two values of
the secular map is `-(s - t)` times the secant sum, and the secant sum is nonnegative. -/
theorem secular_sub (hh : ∀ i, 0 < h i) {s t : ℝ} (hs : s ≤ 0) (ht : t ≤ 0) :
    secular h g s - secular h g t = -(s - t) * secant h g s t ∧ 0 ≤ secant h g s t := by
  constructor
  · unfold secular secant
    rw [← Finset.sum_sub_distrib, Finset.mul_sum]
    refine Finset.sum_congr rfl fun i _ => ?_
    have h1 : s - h i < 0 := by linarith [hh i]
    have h2 : t - h i < 0 := by linarith [hh i]
    rw [div_sub_div _ _ h1.ne h2.ne]
    ring
  · exact Finset.sum_nonneg fun i _ => div_nonneg (sq_nonneg _)
      (mul_nonneg_of_nonpos_of_nonpos (by linarith [hh i]) (by linarith [hh i]))

/-- If all Hessian eigenvalues are at least `m > 0` and `t ≤ 0` solves the secular equation, two
steps from any `s ≤ 0` reduce the distance to `t` at least by the factor `|t| / (m + |t|)`. -/
theorem two_step_contraction {m : ℝ} (hm : 0 < m) (hmh : ∀ i, m ≤ h i) {s t : ℝ}
    (hs : s ≤ 0) (ht : t ≤ 0) (ft : secular h g t = t) :
    |secular h g (secular h g s) - t| ≤ -t / (m - t) * |s - t| := by
  have hh : ∀ i, 0 < h i := fun i => hm.trans_le (hmh i)
  have bound : ∀ x y : ℝ, x ≤ 0 → y ≤ 0 → secant h g x y * (m - y) ≤ -secular h g x := by
    intro x y hx hy
    unfold secant secular
    rw [Finset.sum_mul, ← Finset.sum_neg_distrib]
    refine Finset.sum_le_sum fun i _ => ?_
    have h1 : x - h i < 0 := by linarith [hh i]
    have h2 : y - h i < 0 := by linarith [hh i]
    have e : g i ^ 2 / ((x - h i) * (y - h i)) * (h i - y) = -(g i ^ 2 / (x - h i)) := by
      rw [div_mul_eq_mul_div, ← neg_div, div_eq_div_iff (mul_ne_zero h1.ne h2.ne) h1.ne]
      ring
    rw [← e]
    exact mul_le_mul_of_nonneg_left (by linarith [hmh i])
      (div_nonneg (sq_nonneg _) (mul_pos_of_neg_of_neg h1 h2).le)
  have hu : secular h g s ≤ 0 := secular_nonpos hh hs
  obtain ⟨e1, p1⟩ := secular_sub (g := g) hh hs ht
  obtain ⟨e2, p2⟩ := secular_sub (g := g) hh ht hu
  have b1 := bound s t hs ht
  have b2 := bound t _ ht hu
  rw [ft] at e1 e2 b2
  -- the error after two steps is the old one times a product of two secant sums
  have e : secular h g (secular h g s) - t
      = secant h g s t * secant h g t (secular h g s) * (s - t) := by
    linear_combination (-1 : ℝ) * e2 - secant h g t (secular h g s) * e1
  rw [e, abs_mul, abs_of_nonneg (mul_nonneg p1 p2)]
  refine mul_le_mul_of_nonneg_right ?_ (abs_nonneg _)
  rw [le_div_iff₀ (by linarith)]
  have c1 := mul_le_mul_of_nonneg_left b1 p2
  have c2 := mul_nonneg p2 hm.le
  linarith

/-- For positive Hessian eigenvalues the secular equation has a nonpositive solution, and two
steps of the iteration contract all nonpositive numbers towards it by a fixed factor below one. -/
theorem exists_solution (hh : ∀ i, 0 < h i) :
    ∃ t ≤ 0, secular h g t = t ∧ ∃ r : ℝ, 0 ≤ r ∧ r < 1 ∧
      ∀ s ≤ 0, |secular h g (secular h g s) - t| ≤ r * |s - t| := by
  have h0 : secular h g 0 ≤ 0 := secular_nonpos hh le_rfl
  have hc : ContinuousOn (fun t => t - secular h g t) (Set.Icc (secular h g 0) 0) := by
    unfold secular
    refine ContinuousOn.sub continuousOn_id' (continuousOn_finset_sum _ fun i _ => ?_)
    exact ContinuousOn.div continuousOn_const
      (ContinuousOn.sub continuousOn_id' continuousOn_const)
      fun x hx => (by linarith [hx.2, hh i] : x - h i < 0).ne
  -- `t - F(t)` changes sign between `F(0)` and `0`
  obtain ⟨e, hS⟩ := secular_sub (g := g) hh h0 le_rfl
  have hp := mul_nonneg (neg_nonneg.2 h0) hS
  have hmem : (0 : ℝ) ∈ Set.Icc (secular h g 0 - secular h g (secular h g 0))
      (0 - secular h g 0) := ⟨by linarith, by linarith⟩
  obtain ⟨t, ht, hft⟩ := intermediate_value_Icc h0 hc hmem
  have ft : secular h g t = t := (sub_eq_zero.1 hft).symm
  have ht0 : t ≤ 0 := ht.2
  obtain ⟨m, hm, hmh⟩ : ∃ m : ℝ, 0 < m ∧ ∀ i, m ≤ h i := by
    rcases isEmpty_or_nonempty n with hn | hn
    · exact ⟨1, one_pos, fun i => hn.elim i⟩
    · obtain ⟨j, hj⟩ := Finite.exists_min h
      exact ⟨h j, hh j, hj⟩
  have hd : 0 < m - t := by linarith
  exact ⟨t, ht0, ft, -t / (m - t), div_nonneg (by linarith) hd.le,
    (div_lt_one hd).2 (by linarith), fun s hs => two_step_contraction hm hmh hs ht0 ft⟩

end

end ExistsSolution
```

The error:

```
Main.lean:83:28: error: Application type mismatch: The argument
  continuousOn_id'
has type
  ∀ (s : Set ?m.114), ContinuousOn (fun x => x) s
but is expected to have type
  ContinuousOn (fun t => t) (Set.Icc (∑ i, g i ^ 2 / (0 - h i)) 0)
in the application
  ContinuousOn.sub continuousOn_id'
Main.lean:83:46: warning: `continuousOn_finset_sum` has been deprecated: Use `continuousOn_finsetSum` instead
Main.lean:85:24: error: Application type mismatch: The argument
  continuousOn_id'
has type
  ∀ (s : Set ?m.155), ContinuousOn (fun x => x) s
but is expected to have type
  ContinuousOn (fun t => t) (Set.Icc (∑ i, g i ^ 2 / (0 - h i)) 0)
in the application
  ContinuousOn.sub continuousOn_id'
```

What went wrong. Both errors are in the proof of continuity, and they have the same cause. `ContinuousOn.sub` needs a proof that the identity function is continuous on the interval in question. The lemma `continuousOn_id'` takes the set as an explicit argument, so its bare name stands for a statement about all sets, `∀ (s : Set ?m.114), ContinuousOn (fun x => x) s` in the first message. Lean does not supply an explicit argument by itself, and so it reports a type mismatch.

The repair writes `(continuousOn_id' _)` in both places. The lemma is now applied to a set, and the underscore lets Lean work out from the expected type that this set is the interval.

The warning is a separate matter: `continuousOn_finset_sum` is a deprecated name, and did not cause the failure. Replacing it with `continuousOn_finsetSum`, as the message advises, is mere tidying.

The repair, with which the file compiles:

```diff
@@ -81,7 +81,7 @@
   have hc : ContinuousOn (fun t => t - secular h g t) (Set.Icc (secular h g 0) 0) := by
     unfold secular
-    refine ContinuousOn.sub continuousOn_id' (continuousOn_finset_sum _ fun i _ => ?_)
+    refine ContinuousOn.sub (continuousOn_id' _) (continuousOn_finsetSum _ fun i _ => ?_)
     exact ContinuousOn.div continuousOn_const
-      (ContinuousOn.sub continuousOn_id' continuousOn_const)
+      (ContinuousOn.sub (continuousOn_id' _) continuousOn_const)
       fun x hx => (by linarith [hx.2, hh i] : x - h i < 0).ne
   -- `t - F(t)` changes sign between `F(0)` and `0`
```
